# The largest shear angle between perpendicular fibres under an invertible linear deformation

If the shear of a strained crystal is judged only by the angle between its coordinate axes, it can be missed entirely. Stretch a square sheet to twice its length along \(x\) and leave \(y\) alone. The axes stay perpendicular, but the diagonals \((1,1)\) and \((1,-1)\) go to \((2,1)\) and \((2,-1)\), and the cosine of the angle between them is now \(3/5\). The right angle has closed by about \(37^\circ\).

For an invertible linear deformation \(F\) in dimension at least two, the largest such closing over all perpendicular pairs is \(\arcsin\frac{p^2-q^2}{p^2+q^2}\), where \(p\) and \(q\) are the largest and smallest principal stretches.

## Stretches, fibres and shear angle

In Lean 4 with Mathlib:

```lean
import Mathlib

open scoped InnerProductSpace

namespace MaximumShearAngle

noncomputable section

variable {E : Type*} [NormedAddCommGroup E] [InnerProductSpace ℝ E] [FiniteDimensional ℝ E]
```

`E` is the space of material vectors: a real inner product space of finite dimension, such as the plane or ordinary space.

```lean
/-- The right Cauchy–Green tensor `C = F† F` of a deformation gradient `F`. -/
def cauchyGreen (F : E →ₗ[ℝ] E) : E →ₗ[ℝ] E := LinearMap.adjoint F ∘ₗ F
```

`E →ₗ[ℝ] E` is the type of linear maps from `E` to itself. The Cauchy–Green tensor is \(C=F^\dagger F\), with \(F^\dagger\) the adjoint (the transpose, in an orthonormal basis).

```lean
/-- A principal stretch is a number `s ≥ 0` whose square is an eigenvalue of the
Cauchy–Green tensor. -/
def IsPrincipalStretch (F : E →ₗ[ℝ] E) (s : ℝ) : Prop :=
  0 ≤ s ∧ ∃ u : E, ‖u‖ = 1 ∧ cauchyGreen F u = s ^ 2 • u
```

A number \(s\ge 0\) is a principal stretch if \(Cu=s^2u\) for some unit vector \(u\). These are the singular values of \(F\).

```lean
/-- Two material fibres of unit length at a right angle. -/
def OrthonormalPair (m k : E) : Prop := ‖m‖ = 1 ∧ ‖k‖ = 1 ∧ ⟪m, k⟫_ℝ = 0
```

The fibres \(m\) and \(k\) have unit length and are perpendicular; `⟪m, k⟫_ℝ` is the real inner product.

```lean
/-- The shear angle of two fibres at a right angle: the decrease of the angle between them under
`F`, provided that `F m` and `F k` are nonzero. -/
def shearAngle (F : E →ₗ[ℝ] E) (m k : E) : ℝ :=
  Real.pi / 2 - InnerProductGeometry.angle (F m) (F k)
```

The shear angle is \(\gamma=\pi/2-\theta\), where \(\theta\) is the angle between \(Fm\) and \(Fk\). It is signed: positive if the right angle closes, negative if it opens.

## Every stretch lies between \(q\) and \(p\)

```lean
/-- The Cauchy–Green tensor gives the inner products of deformed fibres. -/
theorem inner_cauchyGreen (F : E →ₗ[ℝ] E) (x y : E) :
    ⟪x, cauchyGreen F y⟫_ℝ = ⟪F x, F y⟫_ℝ :=
  LinearMap.adjoint_inner_right F x (F y)
```

This is the defining property of the adjoint: \(\langle x,Cy\rangle=\langle Fx,Fy\rangle\).

```lean
/-- The Cauchy–Green tensor is symmetric. -/
theorem cauchyGreen_isSymmetric (F : E →ₗ[ℝ] E) : (cauchyGreen F).IsSymmetric := by
  intro x y
  rw [real_inner_comm, inner_cauchyGreen, inner_cauchyGreen, real_inner_comm]
```

Hence \(\langle Cx,y\rangle=\langle Fx,Fy\rangle=\langle x,Cy\rangle\), so \(C\) is symmetric and the spectral theorem applies.

```lean
/-- The stretch of every fibre lies between the smallest and the largest principal stretch. -/
theorem stretch_bounds {F : E →ₗ[ℝ] E} {p q : ℝ}
    (hp : IsGreatest {s | IsPrincipalStretch F s} p)
    (hq : IsLeast {s | IsPrincipalStretch F s} q) (x : E) :
    q ^ 2 * ‖x‖ ^ 2 ≤ ‖F x‖ ^ 2 ∧ ‖F x‖ ^ 2 ≤ p ^ 2 * ‖x‖ ^ 2 := by
  have hC := cauchyGreen_isSymmetric F
  -- an orthonormal basis of principal directions
  obtain ⟨b, l, hb⟩ : ∃ (b : OrthonormalBasis (Fin (Module.finrank ℝ E)) ℝ E)
      (l : Fin (Module.finrank ℝ E) → ℝ), ∀ i, cauchyGreen F (b i) = l i • b i :=
    ⟨hC.eigenvectorBasis rfl, hC.eigenvalues rfl, fun i => hC.apply_eigenvectorBasis rfl i⟩
  have hl : ∀ i, l i = ‖F (b i)‖ ^ 2 := by
    intro i
    have h := inner_cauchyGreen F (b i) (b i)
    rw [hb, real_inner_smul_right, real_inner_self_eq_norm_sq, real_inner_self_eq_norm_sq,
      b.orthonormal.1 i] at h
    linarith
  have hs : ∀ i, IsPrincipalStretch F ‖F (b i)‖ := fun i =>
    ⟨norm_nonneg _, b i, b.orthonormal.1 i, by rw [hb, hl]⟩
  have hx : ‖x‖ ^ 2 = ∑ i, ⟪b i, x⟫_ℝ ^ 2 := by
    rw [← real_inner_self_eq_norm_sq x, ← b.sum_inner_mul_inner x x]
    refine Finset.sum_congr rfl fun i _ => ?_
    rw [real_inner_comm (b i) x]
    ring
  have hFx : ‖F x‖ ^ 2 = ∑ i, ‖F (b i)‖ ^ 2 * ⟪b i, x⟫_ℝ ^ 2 := by
    rw [← real_inner_self_eq_norm_sq (F x), ← inner_cauchyGreen,
      ← b.sum_inner_mul_inner x (cauchyGreen F x)]
    refine Finset.sum_congr rfl fun i _ => ?_
    rw [← hC (b i) x, hb, real_inner_smul_left, hl, real_inner_comm (b i) x]
    ring
  rw [hx, hFx, Finset.mul_sum, Finset.mul_sum]
  constructor
  · exact Finset.sum_le_sum fun i _ => mul_le_mul_of_nonneg_right
      (pow_le_pow_left₀ hq.1.1 (hq.2 (hs i)) 2) (sq_nonneg _)
  · exact Finset.sum_le_sum fun i _ => mul_le_mul_of_nonneg_right
      (pow_le_pow_left₀ (norm_nonneg _) (hp.2 (hs i)) 2) (sq_nonneg _)
```

`IsGreatest` says that \(p\) is a principal stretch and that none is larger; `IsLeast` does the same for \(q\) from below. The claim is
\[ q^2\|x\|^2\le\|Fx\|^2\le p^2\|x\|^2 . \]
Take an orthonormal basis \(b_i\) with \(Cb_i=l_ib_i\). Then \(l_i=\langle b_i,Cb_i\rangle=\|Fb_i\|^2\), so each \(\|Fb_i\|\) is a principal stretch and lies between \(q\) and \(p\). With \(x_i=\langle b_i,x\rangle\),
\[ \|x\|^2=\sum_i x_i^2,\qquad \|Fx\|^2=\langle x,Cx\rangle=\sum_i\|Fb_i\|^2x_i^2 . \]
These are `hx` and `hFx`, and comparing them term by term gives both bounds.

## The shear inequality

```lean
/-- The shear inequality, with its sign and free of denominators, for two unit fibres at a
right angle. -/
theorem shear_inequality {F : E →ₗ[ℝ] E} {p q : ℝ}
    (hp : IsGreatest {s | IsPrincipalStretch F s} p)
    (hq : IsLeast {s | IsPrincipalStretch F s} q) {m k : E} (h : OrthonormalPair m k) :
    (p ^ 2 + q ^ 2) * ⟪F m, F k⟫_ℝ ≤ (p ^ 2 - q ^ 2) * (‖F m‖ * ‖F k‖) := by
  have hE : ∀ (s t : ℝ) (x y : E), ‖s • x + t • y‖ ^ 2 =
      s ^ 2 * ‖x‖ ^ 2 + 2 * s * t * ⟪x, y⟫_ℝ + t ^ 2 * ‖y‖ ^ 2 := by
    intro s t x y
    rw [norm_add_sq_real, norm_smul, norm_smul, real_inner_smul_left, real_inner_smul_right,
      mul_pow, mul_pow, Real.norm_eq_abs, Real.norm_eq_abs, sq_abs, sq_abs]
    ring
  -- compare the two fibres whose weights balance the deformed lengths
  have h1 := (stretch_bounds hp hq (‖F k‖ • m + (-‖F m‖) • k)).1
  have h2 := (stretch_bounds hp hq (‖F k‖ • m + ‖F m‖ • k)).2
  rw [map_add, map_smul, map_smul, hE, hE, h.1, h.2.1, h.2.2] at h1 h2
  rcases eq_or_lt_of_le (mul_nonneg (norm_nonneg (F m)) (norm_nonneg (F k))) with h0 | h0
  · rcases mul_eq_zero.mp h0.symm with h3 | h3
    · simp [norm_eq_zero.mp h3]
    · simp [norm_eq_zero.mp h3]
  · refine le_of_mul_le_mul_left ?_ h0
    nlinarith [mul_le_mul_of_nonneg_left h1 (sq_nonneg p),
      mul_le_mul_of_nonneg_left h2 (sq_nonneg q)]
```

Write \(\alpha=\|Fm\|\), \(\beta=\|Fk\|\) and \(c=\langle Fm,Fk\rangle\). The vectors \(\beta m\mp\alpha k\) both have squared length \(\alpha^2+\beta^2\), and their images have squared length \(2\alpha^2\beta^2\mp2\alpha\beta c\). The lower bound for the minus sign (`h1`) and the upper bound for the plus sign (`h2`) read
\[ q^2(\alpha^2+\beta^2)\le2\alpha\beta(\alpha\beta-c),\qquad 2\alpha\beta(\alpha\beta+c)\le p^2(\alpha^2+\beta^2). \]
Multiply the first by \(p^2\) and the second by \(q^2\), and chain them:
\[ 2\alpha\beta\,q^2(\alpha\beta+c)\le2\alpha\beta\,p^2(\alpha\beta-c). \]
If \(\alpha\beta>0\), cancel \(2\alpha\beta\) and rearrange to get \((p^2+q^2)c\le(p^2-q^2)\alpha\beta\). If \(\alpha\beta=0\), one image vanishes and both sides are zero. The tactic `nlinarith` does the elimination from the two multiplied bounds.

```lean
/-- The shear inequality for the magnitude of the inner product of the deformed fibres. -/
theorem abs_shear_inequality {F : E →ₗ[ℝ] E} {p q : ℝ}
    (hp : IsGreatest {s | IsPrincipalStretch F s} p)
    (hq : IsLeast {s | IsPrincipalStretch F s} q) {m k : E} (h : OrthonormalPair m k) :
    (p ^ 2 + q ^ 2) * |⟪F m, F k⟫_ℝ| ≤ (p ^ 2 - q ^ 2) * (‖F m‖ * ‖F k‖) := by
  rcases abs_choice ⟪F m, F k⟫_ℝ with h1 | h1
  · rw [h1]
    exact shear_inequality hp hq h
  · -- reverse the second fibre
    have h2 : OrthonormalPair m (-k) :=
      ⟨h.1, by rw [norm_neg, h.2.1], by rw [inner_neg_right, h.2.2, neg_zero]⟩
    have h3 := shear_inequality hp hq h2
    rw [map_neg, inner_neg_right, norm_neg] at h3
    rw [h1]
    exact h3
```

If \(c\) is negative, replace \(k\) by \(-k\). The pair stays orthonormal and \(c\) changes sign, so the bound holds for \(|c|\).

## A pair that reaches the bound

```lean
/-- The bisectors of two orthogonal principal directions with stretches `p` and `q` are
orthonormal; their images have equal length and inner product `(p² - q²)/2`. -/
theorem bisector_pair {F : E →ₗ[ℝ] E} {p q : ℝ} {u v : E} (h : OrthonormalPair u v)
    (hu : cauchyGreen F u = p ^ 2 • u) (hv : cauchyGreen F v = q ^ 2 • v) :
    OrthonormalPair ((√2)⁻¹ • (u + v)) ((√2)⁻¹ • (u - v)) ∧
    ⟪F ((√2)⁻¹ • (u + v)), F ((√2)⁻¹ • (u - v))⟫_ℝ = (p ^ 2 - q ^ 2) / 2 ∧
    ‖F ((√2)⁻¹ • (u + v))‖ ^ 2 = (p ^ 2 + q ^ 2) / 2 ∧
    ‖F ((√2)⁻¹ • (u - v))‖ ^ 2 = (p ^ 2 + q ^ 2) / 2 := by
  have hs : ((√2)⁻¹ : ℝ) ^ 2 = 1 / 2 := by
    rw [inv_pow, Real.sq_sqrt (by norm_num)]
    norm_num
  generalize ((√2)⁻¹ : ℝ) = s at hs ⊢
  have key : ∀ x y : E, ⟪x, y⟫_ℝ = 0 →
      ⟪s • (x + y), s • (x - y)⟫_ℝ = (‖x‖ ^ 2 - ‖y‖ ^ 2) / 2 ∧
      ‖s • (x + y)‖ ^ 2 = (‖x‖ ^ 2 + ‖y‖ ^ 2) / 2 ∧
      ‖s • (x - y)‖ ^ 2 = (‖x‖ ^ 2 + ‖y‖ ^ 2) / 2 := by
    intro x y hxy
    refine ⟨?_, ?_, ?_⟩
    · rw [real_inner_smul_left, real_inner_smul_right, inner_add_left, inner_sub_right,
        inner_sub_right, real_inner_comm x y, hxy, real_inner_self_eq_norm_sq,
        real_inner_self_eq_norm_sq]
      linear_combination (‖x‖ ^ 2 - ‖y‖ ^ 2) * hs
    · rw [norm_smul, mul_pow, Real.norm_eq_abs, sq_abs, norm_add_sq_real, hxy]
      linear_combination (‖x‖ ^ 2 + ‖y‖ ^ 2) * hs
    · rw [norm_smul, mul_pow, Real.norm_eq_abs, sq_abs, norm_sub_sq_real, hxy]
      linear_combination (‖x‖ ^ 2 + ‖y‖ ^ 2) * hs
  have hFu : ‖F u‖ ^ 2 = p ^ 2 := by
    rw [← real_inner_self_eq_norm_sq, ← inner_cauchyGreen, hu, real_inner_smul_right,
      real_inner_self_eq_norm_sq, h.1]
    ring
  have hFv : ‖F v‖ ^ 2 = q ^ 2 := by
    rw [← real_inner_self_eq_norm_sq, ← inner_cauchyGreen, hv, real_inner_smul_right,
      real_inner_self_eq_norm_sq, h.2.1]
    ring
  have hFuv : ⟪F u, F v⟫_ℝ = 0 := by
    rw [← inner_cauchyGreen, hv, real_inner_smul_right, h.2.2, mul_zero]
  obtain ⟨a1, a2, a3⟩ := key u v h.2.2
  obtain ⟨b1, b2, b3⟩ := key (F u) (F v) hFuv
  rw [h.1, h.2.1] at a1 a2 a3
  rw [hFu, hFv] at b1 b2 b3
  simp only [map_smul, map_add, map_sub]
  refine ⟨⟨?_, ?_, ?_⟩, b1, b2, b3⟩
  · exact (sq_eq_sq₀ (norm_nonneg _) zero_le_one).mp (by rw [a2]; norm_num)
  · exact (sq_eq_sq₀ (norm_nonneg _) zero_le_one).mp (by rw [a3]; norm_num)
  · rw [a1]
    norm_num
```

Let \(u,v\) be orthonormal with \(Cu=p^2u\) and \(Cv=q^2v\). Then \(\|Fu\|^2=p^2\), \(\|Fv\|^2=q^2\) and \(\langle Fu,Fv\rangle=q^2\langle u,v\rangle=0\). For \(m=(u+v)/\sqrt2\) and \(k=(u-v)/\sqrt2\), expansion gives
\[ \langle Fm,Fk\rangle=\tfrac12(p^2-q^2),\qquad \|Fm\|^2=\|Fk\|^2=\tfrac12(p^2+q^2). \]
The auxiliary statement `key` is this expansion for any orthogonal \(x,y\). It is used once for \(u,v\), to show that \(m,k\) are orthonormal, and once for \(Fu,Fv\).

```lean
/-- In dimension at least two some orthonormal pair of fibres attains equality in the shear
inequality. -/
theorem exists_extremal_pair {F : E →ₗ[ℝ] E} {p q : ℝ} (hn : 2 ≤ Module.finrank ℝ E)
    (hp : IsGreatest {s | IsPrincipalStretch F s} p)
    (hq : IsLeast {s | IsPrincipalStretch F s} q) :
    ∃ m k : E, OrthonormalPair m k ∧
      (p ^ 2 + q ^ 2) * ⟪F m, F k⟫_ℝ = (p ^ 2 - q ^ 2) * (‖F m‖ * ‖F k‖) := by
  by_cases hpq : p = q
  · -- equal stretches: no pair is sheared
    subst hpq
    let b := stdOrthonormalBasis ℝ E
    have hb : OrthonormalPair (b ⟨0, by omega⟩) (b ⟨1, by omega⟩) :=
      ⟨b.orthonormal.1 _, b.orthonormal.1 _, b.orthonormal.2 (by simp [Fin.ext_iff])⟩
    refine ⟨_, _, hb, ?_⟩
    have h1 := abs_shear_inequality hp hq hb
    rw [sub_self, zero_mul] at h1 ⊢
    rcases mul_eq_zero.mp (le_antisymm h1 (by positivity)) with h2 | h2
    · rw [h2, zero_mul]
    · rw [abs_eq_zero.mp h2, mul_zero]
  · obtain ⟨hp0, u, hu1, hu⟩ := hp.1
    obtain ⟨hq0, v, hv1, hv⟩ := hq.1
    have hne : p ^ 2 ≠ q ^ 2 := fun h => hpq ((sq_eq_sq₀ hp0 hq0).mp h)
    -- principal directions of different stretches are orthogonal
    have huv : ⟪u, v⟫_ℝ = 0 := by
      have h := cauchyGreen_isSymmetric F u v
      rw [hu, hv, real_inner_smul_left, real_inner_smul_right] at h
      have h' : (p ^ 2 - q ^ 2) * ⟪u, v⟫_ℝ = 0 := by linear_combination h
      exact (mul_eq_zero.mp h').resolve_left (sub_ne_zero.mpr hne)
    obtain ⟨hpair, hc, hm, hk⟩ := bisector_pair ⟨hu1, hv1, huv⟩ hu hv
    refine ⟨_, _, hpair, ?_⟩
    have heq := (sq_eq_sq₀ (norm_nonneg _) (norm_nonneg _)).mp (hm.trans hk.symm)
    rw [hc, heq]
    linear_combination -(p ^ 2 - q ^ 2) * hk
```

If \(p\ne q\), symmetry of \(C\) gives \(p^2\langle u,v\rangle=q^2\langle u,v\rangle\), so \(u\perp v\) and the bisectors above give equality. If \(p=q\), the right-hand side of the inequality for \(|c|\) is zero, so both sides vanish and any orthonormal pair gives equality; the proof takes the first two vectors of an orthonormal basis. This is where dimension two is used: a line has no perpendicular pair.

## Invertibility and the angle

```lean
omit [FiniteDimensional ℝ E] in
/-- An invertible deformation gradient collapses no unit fibre. -/
theorem fibre_norm_pos {F : E →ₗ[ℝ] E} (hF : Function.Bijective F) {m : E} (hm : ‖m‖ = 1) :
    0 < ‖F m‖ := by
  refine norm_pos_iff.mpr fun h => ?_
  have h0 : m = 0 := hF.1 (by rw [h, map_zero])
  rw [h0, norm_zero] at hm
  exact zero_ne_one hm
```

`Function.Bijective F` says that \(F\) is invertible; physically, no material line is crushed to a point. If \(Fm=0\), then \(m=0\), which contradicts \(\|m\|=1\).

```lean
/-- The principal stretches of an invertible deformation gradient are positive. -/
theorem principalStretch_pos {F : E →ₗ[ℝ] E} (hF : Function.Bijective F) {s : ℝ}
    (hs : IsPrincipalStretch F s) : 0 < s := by
  obtain ⟨h0, v, hv1, hv⟩ := hs
  refine lt_of_le_of_ne h0 fun hz => ?_
  have h := inner_cauchyGreen F v v
  rw [hv, real_inner_smul_right, ← hz, real_inner_self_eq_norm_sq (F v)] at h
  have h1 := pow_pos (fibre_norm_pos hF hv1) 2
  rw [← h] at h1
  norm_num at h1
```

If \(s=0\) were a principal stretch with unit vector \(v\), then \(\|Fv\|^2=\langle v,Cv\rangle=0\), which was just excluded. In particular \(q>0\).

```lean
/-- For an invertible deformation gradient in dimension at least two, the cosine between two
deformed orthonormal fibres is at most `(p² - q²)/(p² + q²) < 1` in magnitude, and this bound
is attained; `p` and `q` are the largest and smallest principal stretches. -/
theorem maximum_shear {F : E →ₗ[ℝ] E} {p q : ℝ} (hF : Function.Bijective F)
    (hn : 2 ≤ Module.finrank ℝ E)
    (hp : IsGreatest {s | IsPrincipalStretch F s} p)
    (hq : IsLeast {s | IsPrincipalStretch F s} q) :
    (p ^ 2 - q ^ 2) / (p ^ 2 + q ^ 2) < 1 ∧
    (∀ m k : E, OrthonormalPair m k →
      |⟪F m, F k⟫_ℝ| ≤ (p ^ 2 - q ^ 2) / (p ^ 2 + q ^ 2) * (‖F m‖ * ‖F k‖)) ∧
    ∃ m k : E, OrthonormalPair m k ∧
      |⟪F m, F k⟫_ℝ| = (p ^ 2 - q ^ 2) / (p ^ 2 + q ^ 2) * (‖F m‖ * ‖F k‖) := by
  have hq0 : 0 < q := principalStretch_pos hF hq.1
  have hD : 0 < p ^ 2 + q ^ 2 := by positivity
  have hle : ∀ m k : E, OrthonormalPair m k →
      |⟪F m, F k⟫_ℝ| ≤ (p ^ 2 - q ^ 2) / (p ^ 2 + q ^ 2) * (‖F m‖ * ‖F k‖) := by
    intro m k h
    rw [div_mul_eq_mul_div, le_div_iff₀ hD]
    linarith [abs_shear_inequality hp hq h]
  refine ⟨?_, hle, ?_⟩
  · rw [div_lt_one hD]
    linarith [pow_pos hq0 2]
  · obtain ⟨m, k, h, he⟩ := exists_extremal_pair hn hp hq
    refine ⟨m, k, h, le_antisymm (hle m k h) ?_⟩
    refine le_trans ?_ (le_abs_self _)
    rw [div_mul_eq_mul_div, div_le_iff₀ hD]
    linarith
```

Since \(p^2+q^2>0\), one may divide:
\[ |\langle Fm,Fk\rangle|\le\frac{p^2-q^2}{p^2+q^2}\,\|Fm\|\,\|Fk\| . \]
The three parts of the theorem say that the factor is below 1, that the bound holds for every orthonormal pair, and that some pair attains it.

```lean
/-- The maximum shear angle of an invertible deformation gradient in dimension at least two is
`arcsin ((p² - q²)/(p² + q²))`, which is less than a right angle; `p` and `q` are the largest
and smallest principal stretches. -/
theorem maximum_shearAngle {F : E →ₗ[ℝ] E} {p q : ℝ} (hF : Function.Bijective F)
    (hn : 2 ≤ Module.finrank ℝ E)
    (hp : IsGreatest {s | IsPrincipalStretch F s} p)
    (hq : IsLeast {s | IsPrincipalStretch F s} q) :
    IsGreatest {γ | ∃ m k : E, OrthonormalPair m k ∧ shearAngle F m k = γ}
      (Real.arcsin ((p ^ 2 - q ^ 2) / (p ^ 2 + q ^ 2))) ∧
    Real.arcsin ((p ^ 2 - q ^ 2) / (p ^ 2 + q ^ 2)) < Real.pi / 2 := by
  have hq0 : 0 < q := principalStretch_pos hF hq.1
  have hD : 0 < p ^ 2 + q ^ 2 := by positivity
  -- the sine of the shear angle is the cosine between the deformed fibres
  have hangle : ∀ m k : E,
      shearAngle F m k = Real.arcsin (⟪F m, F k⟫_ℝ / (‖F m‖ * ‖F k‖)) := by
    intro m k
    unfold shearAngle InnerProductGeometry.angle Real.arccos
    ring
  refine ⟨⟨?_, ?_⟩, Real.arcsin_lt_pi_div_two.mpr (maximum_shear hF hn hp hq).1⟩
  · obtain ⟨m, k, h, he⟩ := exists_extremal_pair hn hp hq
    have hN := mul_pos (fibre_norm_pos hF h.1) (fibre_norm_pos hF h.2.1)
    refine ⟨m, k, h, ?_⟩
    rw [hangle]
    congr 1
    rw [div_eq_div_iff hN.ne' hD.ne']
    linear_combination he
  · rintro γ ⟨m, k, h, rfl⟩
    have hN := mul_pos (fibre_norm_pos hF h.1) (fibre_norm_pos hF h.2.1)
    rw [hangle]
    apply Real.monotone_arcsin
    rw [div_le_div_iff₀ hN hD]
    linarith [shear_inequality hp hq h]

end

end MaximumShearAngle
```

Because \(\pi/2-\arccos r=\arcsin r\), the shear angle is \(\gamma=\arcsin\frac{\langle Fm,Fk\rangle}{\|Fm\|\|Fk\|}\), which is `hangle`. The arcsine is increasing, so the bound on the cosine becomes a bound on \(\gamma\), and the extremal pair attains it. The maximum is below \(\pi/2\) because the factor is below 1.

The numbers \(p\) and \(q\) enter as hypotheses, but this excludes no \(F\): in finite dimension at least two, the symmetric map \(C\) always has a largest and a smallest eigenvalue, and neither is negative. Reflections are allowed as well as orientation-preserving maps. To apply the result to a real crystal, one must still assume that short material lines are carried by a single linear map, the local deformation gradient.

## Small strains and a sheared simulation cell

For \(p=1+\varepsilon_1\) and \(q=1+\varepsilon_2\) with small strains, the maximum angle is \(\varepsilon_1-\varepsilon_2\) to first order, the familiar maximum engineering shear strain.

In an electronic-structure or molecular-dynamics calculation with a homogeneously strained periodic cell, put the reference and deformed cell vectors in the columns of \(A_0\) and \(A\). If each column of \(A\) is the image of the same column of \(A_0\) under the deformation, then \(F=AA_0^{-1}\), and \(p^2\) and \(q^2\) are the extreme eigenvalues of \(F^{\mathsf T}F\). If a cell vector has been replaced by an equivalent lattice vector along the way, this must be undone first, or \(F\) comes out wrong. For the simple shear \(e_1\mapsto e_1\), \(e_2\mapsto e_1+e_2\), \(e_3\mapsto e_3\) of an orthonormal basis, the eigenvalues are \((3\pm\sqrt5)/2\) and \(1\). The maximum shear angle is \(\arcsin(\sqrt5/3)\approx48.2^\circ\), while the pair \(e_1,e_2\) shows only \(45^\circ\).

```lean
#print axioms MaximumShearAngle.maximum_shearAngle
```

```
'MaximumShearAngle.maximum_shearAngle' depends on axioms: [propext, Classical.choice, Quot.sound]
```
